# Rejection control on a finite state space never increases the variance of normalised weights per retained sample

Randomly discarding low-weight importance samples by a threshold rule, and reweighting the survivors so that the mean weight stays at one, never increases the variance of the weights per retained sample. That is the claim I keep meeting, and it surprises me a little, because discarding adds randomness. My samples come from a distribution q, my target is p, and a sample with weight w = p/q is kept with probability min(1, w/c) for some threshold c > 0. Can this be stated rigorously for finitely many states, and proved in a form that a machine has checked?

## The second moment drops by at least c² times the variance of the acceptance probability

Yes. Let p and q be positive on a finite set, with ∑ q(x) = 1. The threshold c is the weight below which you no longer want to spend full effort on a sample. Define

w(x) = p(x)/q(x)
a(x) = min(1, w(x)/c)
Z = ∑ q(x) a(x)
r(x) = q(x) a(x)/Z

Here a is the acceptance probability, Z the expected fraction kept, and r the law of a kept sample. For a sampling law s, write S(s) = ∑ p(x)²/s(x) for the second moment of the weight p/s. The claim is S(r) ≤ S(q).

If w ≤ c, then a = w/c; if w ≥ c, then a = 1. In both cases

a · max(w, c) = w.

The new weight is therefore p/r = Z w/a = Z max(w, c): low weights are raised to the threshold, up to a common factor. Hence

S(r) = Z ∑ q w max(w, c)
S(q) = ∑ q w².

Now compare the two sums state by state, through the inequality

c² q (a − Z)² ≤ q w² − Z q w max(w, c) − c² Z q a + c² Z² q.

For w ≤ c, substitute w = ac. The right side becomes c² q (a² − 2aZ + Z²), which equals the left side. For w ≥ c, we have a = 1, and the right side minus the left side is

q (1 − Z)(w² − c²) ≥ 0,

because Z ≤ 1. On summing over x, the last two terms give −c² Z² + c² Z² = 0, so

c² ∑ q (a − Z)² ≤ S(q) − S(r).

The left side is non-negative, which proves the claim.

If p is also normalised, expanding the square gives

∑ s (p/s − 1)² = S(s) − 2 + 1 = S(s) − 1

for s = q and for s = r, so the variance does not increase either. The new weight here is p/r, with its factor Z. The variance of max(w, c) alone can grow: for p = (1/10, 9/10), q = (9/10, 1/10) and c = 1 it is 16 among the kept samples, while w has variance 64/9 under q.

Equality forces a(x) = Z for every x. If some weight lies below c, then Z < 1, so every weight equals cZ, and normalisation gives p = q. Conversely, if all weights are at least c, or if p = q, then a is constant and r = q.

## Two states, and a high threshold

Take q = (1/2, 1/2), p = (1/4, 3/4) and c = 1. Then

w = (1/2, 3/2), a = (1/2, 1), Z = 3/4, r = (1/3, 2/3)
S(q) = 5/4, S(r) = 33/32.

The variance falls from 1/4 to 1/32. The drop of 7/32 exceeds the guaranteed 1/16.

If p is normalised and c is at least the largest weight, then a = w/c everywhere, Z = 1/c and r = p. This is ordinary rejection sampling: the weight variance is zero, and a fraction 1/c of the draws survives.

## The checked file

In Lean 4 with Mathlib:

```lean
import Mathlib

open Finset

namespace RejectionControl

noncomputable section

variable {ι : Type*} [Fintype ι]

/-- The importance weight `w = p / q` of a state drawn from `q` when the target is `p`. -/
def weight (p q : ι → ℝ) (x : ι) : ℝ := p x / q x

/-- The probability `min (1, w / c)` with which a drawn state is kept. -/
def accept (p q : ι → ℝ) (c : ℝ) (x : ι) : ℝ := min 1 (weight p q x / c)

/-- The expected fraction of draws from `q` that are kept. -/
def retained (p q : ι → ℝ) (c : ℝ) : ℝ := ∑ x, q x * accept p q c x

/-- The distribution of the kept samples. -/
def controlled (p q : ι → ℝ) (c : ℝ) (x : ι) : ℝ :=
  q x * accept p q c x / retained p q c

/-- The second moment `∑ p² / q` of the importance weight under `q`. -/
def secondMoment (p q : ι → ℝ) : ℝ := ∑ x, p x ^ 2 / q x

/-- The mean squared deviation of the importance weight from one under `q`. -/
def weightVariance (p q : ι → ℝ) : ℝ := ∑ x, q x * (weight p q x - 1) ^ 2

omit [Fintype ι] in
/-- The acceptance probability times the larger of `w` and `c` is the original weight `w`. -/
theorem accept_mul_max (p q : ι → ℝ) {c : ℝ} (hc : 0 < c) (x : ι) :
    accept p q c x * max (weight p q x) c = weight p q x := by
  unfold accept
  rcases le_total (weight p q x) c with h | h
  · rw [min_eq_right ((div_le_one hc).2 h), max_eq_right h, div_mul_cancel₀ _ hc.ne']
  · rw [min_eq_left ((one_le_div hc).2 h), max_eq_left h, one_mul]

omit [Fintype ι] in
/-- The term `p² / q` of a state in the second moment equals `q w²`. -/
theorem sq_div_eq {p q : ι → ℝ} (hq : ∀ x, 0 < q x) (x : ι) :
    p x ^ 2 / q x = q x * (weight p q x * weight p q x) := by
  have hx := (hq x).ne'
  unfold weight
  field_simp

/-- A positive fraction of the draws is kept, and the kept samples follow a strictly positive,
normalised distribution. -/
theorem controlled_isProbability {p q : ι → ℝ} {c : ℝ} (hp : ∀ x, 0 < p x)
    (hq : ∀ x, 0 < q x) (hq1 : ∑ x, q x = 1) (hc : 0 < c) :
    0 < retained p q c ∧ (∀ x, 0 < controlled p q c x) ∧ ∑ x, controlled p q c x = 1 := by
  have ha : ∀ x, 0 < q x * accept p q c x := fun x =>
    mul_pos (hq x) (lt_min one_pos (div_pos (div_pos (hp x) (hq x)) hc))
  have hne : (univ : Finset ι).Nonempty :=
    nonempty_of_sum_ne_zero (f := q) (by rw [hq1]; exact one_ne_zero)
  have hZ : 0 < retained p q c := sum_pos (fun x _ => ha x) hne
  refine ⟨hZ, fun x => div_pos (ha x) hZ, ?_⟩
  unfold controlled
  rw [← sum_div]
  exact div_self hZ.ne'

/-- The second moment after rejection control is the retained fraction times the `q`-average
of `w max (w, c)`. -/
theorem secondMoment_controlled {p q : ι → ℝ} {c : ℝ} (hp : ∀ x, 0 < p x)
    (hq : ∀ x, 0 < q x) (hq1 : ∑ x, q x = 1) (hc : 0 < c) :
    secondMoment p (controlled p q c) =
      retained p q c * ∑ x, q x * (weight p q x * max (weight p q x) c) := by
  have key : ∀ P Q A M W Z : ℝ, Q ≠ 0 → A ≠ 0 → Z ≠ 0 → P = Q * W → A * M = W →
      P ^ 2 / (Q * A / Z) = Z * (Q * (W * M)) := by
    rintro P Q A M W Z hQ hA hZ rfl rfl
    field_simp
  have hZ := (controlled_isProbability hp hq hq1 hc).1
  unfold secondMoment
  rw [mul_sum]
  refine sum_congr rfl fun x _ => ?_
  have hx := (hq x).ne'
  have ha : 0 < accept p q c x := lt_min one_pos (div_pos (div_pos (hp x) (hq x)) hc)
  have hw : p x = q x * weight p q x := by
    unfold weight
    field_simp
  exact key _ _ _ _ _ _ hx ha.ne' hZ.ne' hw (accept_mul_max p q hc x)

/-- Rejection control lowers the second moment by at least `c²` times the variance of the
acceptance probability. -/
theorem accept_variance_le_gap {p q : ι → ℝ} {c : ℝ} (hp : ∀ x, 0 < p x)
    (hq : ∀ x, 0 < q x) (hq1 : ∑ x, q x = 1) (hc : 0 < c) :
    c ^ 2 * ∑ x, q x * (accept p q c x - retained p q c) ^ 2 ≤
      secondMoment p q - secondMoment p (controlled p q c) := by
  have hZ1 : retained p q c ≤ 1 := calc
    retained p q c ≤ ∑ x, q x :=
      sum_le_sum fun x _ => mul_le_of_le_one_right (hq x).le (min_le_left _ _)
    _ = 1 := hq1
  have hZ : ∑ x, q x * accept p q c x = retained p q c := rfl
  rw [secondMoment_controlled hp hq hq1 hc]
  generalize retained p q c = Z at hZ hZ1 ⊢
  -- the bound holds state by state, up to terms whose sum vanishes
  have key : ∀ x, c ^ 2 * (q x * (accept p q c x - Z) ^ 2) ≤
      p x ^ 2 / q x - Z * (q x * (weight p q x * max (weight p q x) c))
        - c ^ 2 * Z * (q x * accept p q c x) + c ^ 2 * Z ^ 2 * q x := by
    intro x
    have h := accept_mul_max p q hc x
    rw [sq_div_eq hq x]
    rcases le_total (weight p q x) c with hle | hle
    · rw [max_eq_right hle] at h ⊢
      rw [← h]
      apply le_of_eq
      ring
    · have ha : accept p q c x = 1 := min_eq_left ((one_le_div hc).2 hle)
      rw [max_eq_left hle, ha]
      nlinarith [mul_nonneg (mul_nonneg (hq x).le (sub_nonneg.2 hZ1))
        (sub_nonneg.2 (pow_le_pow_left₀ hc.le hle 2))]
  have hs := sum_le_sum (s := univ) fun x _ => key x
  simp only [sum_add_distrib, sum_sub_distrib, ← mul_sum] at hs
  rw [hq1, hZ] at hs
  unfold secondMoment
  linarith

/-- Rejection control never increases the second moment of the importance weight per
retained sample. -/
theorem secondMoment_controlled_le {p q : ι → ℝ} {c : ℝ} (hp : ∀ x, 0 < p x)
    (hq : ∀ x, 0 < q x) (hq1 : ∑ x, q x = 1) (hc : 0 < c) :
    secondMoment p (controlled p q c) ≤ secondMoment p q :=
  sub_nonneg.1 ((mul_nonneg (sq_nonneg c) (sum_nonneg fun x _ =>
    mul_nonneg (hq x).le (sq_nonneg _))).trans (accept_variance_le_gap hp hq hq1 hc))

/-- The second moment is unchanged exactly when every weight is at least the threshold or
the proposal already equals the target. -/
theorem secondMoment_controlled_eq_iff {p q : ι → ℝ} {c : ℝ} (hp : ∀ x, 0 < p x)
    (hq : ∀ x, 0 < q x) (hp1 : ∑ x, p x = 1) (hq1 : ∑ x, q x = 1) (hc : 0 < c) :
    secondMoment p (controlled p q c) = secondMoment p q ↔
      (∀ x, c ≤ weight p q x) ∨ p = q := by
  constructor
  · intro h
    have gap := accept_variance_le_gap hp hq hq1 hc
    -- without a gap the acceptance probability is constant
    have ha : ∀ x, accept p q c x = retained p q c := by
      intro x
      by_contra hne
      have h1 := single_le_sum (f := fun y => q y * (accept p q c y - retained p q c) ^ 2)
        (fun y _ => mul_nonneg (hq y).le (sq_nonneg _)) (mem_univ x)
      have h2 : 0 < q x * (accept p q c x - retained p q c) ^ 2 :=
        mul_pos (hq x) ((sq_nonneg _).lt_of_ne' (pow_ne_zero 2 (sub_ne_zero.2 hne)))
      have h3 : 0 < c ^ 2 * ∑ y, q y * (accept p q c y - retained p q c) ^ 2 :=
        mul_pos (pow_pos hc 2) (h2.trans_le h1)
      linarith
    by_cases hall : ∀ x, c ≤ weight p q x
    · exact Or.inl hall
    right
    obtain ⟨z, hz⟩ := not_forall.1 hall
    have hZ : retained p q c < 1 := by
      rw [← ha z]
      exact (min_le_right _ _).trans_lt ((div_lt_one hc).2 (not_le.1 hz))
    -- hence all weights are equal, and normalisation makes them one
    have hw : ∀ y, p y = retained p q c * c * q y := by
      intro y
      have h1 := accept_mul_max p q hc y
      rcases le_total (weight p q y) c with hle | hle
      · rw [max_eq_right hle, ha y] at h1
        rw [h1]
        exact (div_mul_cancel₀ _ (hq y).ne').symm
      · have h2 : accept p q c y = 1 := min_eq_left ((one_le_div hc).2 hle)
        linarith [ha y]
    have hk : ∑ y, p y = retained p q c * c * ∑ y, q y := by
      rw [mul_sum]
      exact sum_congr rfl fun y _ => hw y
    rw [hp1, hq1, mul_one] at hk
    funext y
    rw [hw y, ← hk, one_mul]
  · intro h
    -- a constant acceptance probability leaves the proposal unchanged
    have hconst : ∀ k, (∀ x, accept p q c x = k) → controlled p q c = q := by
      intro k hk
      have hZk : retained p q c = k := by
        unfold retained
        simp only [hk]
        rw [← sum_mul, hq1, one_mul]
      have hZ := (controlled_isProbability hp hq hq1 hc).1.ne'
      funext x
      unfold controlled
      rw [hk x, ← hZk]
      exact mul_div_cancel_right₀ _ hZ
    rcases h with h | h
    · rw [hconst 1 fun x => min_eq_left ((one_le_div hc).2 (h x))]
    · rw [hconst (min 1 (1 / c)) fun x => by
        unfold accept weight
        rw [h, div_self (hq x).ne']]

/-- Rejection control never increases the variance of the importance weight per retained
sample. -/
theorem weightVariance_controlled_le {p q : ι → ℝ} {c : ℝ} (hp : ∀ x, 0 < p x)
    (hq : ∀ x, 0 < q x) (hp1 : ∑ x, p x = 1) (hq1 : ∑ x, q x = 1) (hc : 0 < c) :
    weightVariance p (controlled p q c) ≤ weightVariance p q := by
  -- for normalised distributions the variance is the second moment minus one
  have var : ∀ s : ι → ℝ, (∀ x, 0 < s x) → ∑ x, s x = 1 →
      weightVariance p s = secondMoment p s - 1 := by
    intro s hs hs1
    have h : ∀ x, s x * (weight p s x - 1) ^ 2 = p x ^ 2 / s x - 2 * p x + s x := by
      intro x
      have hx := (hs x).ne'
      unfold weight
      field_simp
      ring
    unfold weightVariance secondMoment
    rw [sum_congr rfl fun x _ => h x, sum_add_distrib, sum_sub_distrib, ← mul_sum, hp1, hs1]
    ring
  obtain ⟨-, hr, hr1⟩ := controlled_isProbability hp hq hq1 hc
  rw [var _ hr hr1, var q hq hq1]
  linarith [secondMoment_controlled_le hp hq hq1 hc]

/-- The second moment after rejection control, divided by the retained fraction, is never
below the original second moment. -/
theorem secondMoment_le_per_draw {p q : ι → ℝ} {c : ℝ} (hp : ∀ x, 0 < p x)
    (hq : ∀ x, 0 < q x) (hq1 : ∑ x, q x = 1) (hc : 0 < c) :
    secondMoment p q ≤ secondMoment p (controlled p q c) / retained p q c := by
  have hZ := (controlled_isProbability hp hq hq1 hc).1
  rw [secondMoment_controlled hp hq hq1 hc, mul_div_cancel_left₀ _ hZ.ne']
  refine sum_le_sum fun x _ => ?_
  rw [sq_div_eq hq x]
  exact mul_le_mul_of_nonneg_left (mul_le_mul_of_nonneg_left (le_max_left _ _)
    (div_pos (hp x) (hq x)).le) (hq x).le

end

end RejectionControl
```

```lean
#print axioms RejectionControl.secondMoment_controlled_eq_iff
#print axioms RejectionControl.weightVariance_controlled_le
#print axioms RejectionControl.secondMoment_le_per_draw
```

```
'RejectionControl.secondMoment_controlled_eq_iff' depends on axioms: [propext, Classical.choice, Quot.sound]
'RejectionControl.weightVariance_controlled_le' depends on axioms: [propext, Classical.choice, Quot.sound]
'RejectionControl.secondMoment_le_per_draw' depends on axioms: [propext, Classical.choice, Quot.sound]
```

## What the theorems say

The type `ι` is the finite set of states, and `p q : ι → ℝ` are real functions whose positivity and normalisation enter as hypotheses. The definitions `weight`, `accept`, `retained` and `controlled` are w, a, Z and r; `secondMoment p s` is S(s).

`secondMoment_controlled_le` is the main inequality. It does not require p to be normalised, so p may be a list of Boltzmann factors with unknown partition function, with c on the same scale. The variance theorem `weightVariance_controlled_le` and the equality criterion `secondMoment_controlled_eq_iff` do assume ∑ p = 1, through `hp1`.

`secondMoment_le_per_draw` shows the cost: S(q) ≤ S(r)/Z. If a discarded draw scores zero and a kept one scores max(w, c), then S(r)/Z is the mean squared score per proposal, and it is never below the original. In the example it is 11/8, against 5/4. The gain is in the weight variance per retained sample, which can matter when processing a kept sample is expensive. It does not guarantee a smaller error for every average: in the example, the weighted estimate of the first state's probability has variance 1/8 per retained sample, against 1/16 per sample from q.

The law r enters as a formula, the conditional probability of x given acceptance; no sampling process is modelled. States of zero probability, continuous spaces and correlated samples are not treated. For quantum Monte Carlo, the result bears on a single reweighting step with independent draws from finitely many configurations, not on the long-run behaviour of a walker population.

## How the proof follows the algebra

`accept_mul_max` proves a · max(w, c) = w by splitting on whether w ≤ c. `sq_div_eq` rewrites p²/q as q w², and `controlled_isProbability` shows that Z > 0 and that r is positive and normalised. Together with the first identity, this gives the formula for S(r) in `secondMoment_controlled`.

The central step is `accept_variance_le_gap`. Its inner statement `key` is the state-by-state inequality: `ring` settles the case w ≤ c, and `nlinarith` settles the other when given the product q (1 − Z)(w² − c²). Summation then cancels the extra terms, and the main inequality follows because a sum of squares with positive coefficients is non-negative.

For equality, a single state with a(x) ≠ Z would make that sum strictly positive, which `single_le_sum` turns into a contradiction. The converse uses `hconst`: a constant acceptance probability leaves q unchanged. The variance theorem proves S(s) − 1 once, as `var`, and applies it to both laws. The per-proposal bound needs only w ≤ max(w, c) in each term.
